# Multiplying a configuration projector by one of its finitely many commuting projectors leaves it unchanged or gives zero

Take a finite family of pairwise commuting idempotents `P i` in a ring; in quantum mechanics these could be the occupation-number operators of finitely many fermionic modes. For a set `S` of indices, `configProjector hc S`, written E_S, is the product of `P i` over the indices in `S` and of `1 - P i` over the rest, so in that example it projects onto the states in which exactly the modes in `S` are occupied. The lemma says that `P i` times E_S is E_S if `i` lies in `S`, and zero otherwise. The argument is purely algebraic and needs neither a Hilbert space nor self-adjointness. The attempt brings the factor belonging to `i` to the front of the product and then treats the two cases separately, using that `P i` squares to itself.

This version doesn't compile in Lean 4 with Mathlib:

```lean
import Mathlib

open Finset

namespace MulConfigProjector

variable {ι R : Type*} [DecidableEq ι] [Ring R] {P : ι → R}

/-- The factor that the configuration `S` selects for the index `i`: the element `P i` if `i` lies
in `S`, and its complement `1 - P i` otherwise. -/
def factor (P : ι → R) (S : Finset ι) (i : ι) : R :=
  if i ∈ S then P i else 1 - P i

/-- If the `P i` commute pairwise, so do the factors selected by a configuration. -/
theorem factor_commute (hc : ∀ i j, Commute (P i) (P j)) (S : Finset ι) (i j : ι) :
    Commute (factor P S i) (factor P S j) := by
  unfold factor
  split_ifs
  · exact hc i j
  · exact (Commute.one_right _).sub_right (hc i j)
  · exact (Commute.one_left _).sub_left (hc i j)
  · exact (Commute.one_left _).sub_left ((Commute.one_right _).sub_right (hc i j))

/-- The product of the factors selected by `S`, taken over the indices in `s` only. -/
def partialProjector (hc : ∀ i j, Commute (P i) (P j)) (s S : Finset ι) : R :=
  s.noncommProd (factor P S) (fun i _ j _ _ => factor_commute hc S i j)

/-- For pairwise commuting `P i`, the element `E_S`: the product of `P i` for `i` in `S` and
`1 - P i` for `i` outside `S`, over all indices. -/
def configProjector [Fintype ι] (hc : ∀ i j, Commute (P i) (P j)) (S : Finset ι) : R :=
  partialProjector hc univ S

/-- For commuting idempotents, `P i` leaves `E_S` unchanged if `i` lies in `S` and annihilates it
otherwise. -/
theorem mul_configProjector [Fintype ι] (hc : ∀ i j, Commute (P i) (P j))
    (hP : ∀ i, P i * P i = P i) (i : ι) (S : Finset ι) :
    P i * configProjector hc S = if i ∈ S then configProjector hc S else 0 := by
  -- bring the factor of `i` to the front
  have h : configProjector hc S = factor P S i * (univ.erase i).noncommProd (factor P S)
      (fun i _ j _ _ => factor_commute hc S i j) :=
    (Finset.mul_noncommProd_erase univ (mem_univ i) (factor P S) _ _).symm
  rw [h, ← mul_assoc]
  by_cases hi : i ∈ S
  · simp [factor, hi, hP]
  · simp [factor, hi, mul_sub, hP]

end MulConfigProjector
```

Compiling this gives:

```
Main.lean:41:4: error: don't know how to synthesize implicit argument `b`
  @Eq.symm R (factor P S i * (univ.erase i).noncommProd (factor P S) fun i_1 x j x_1 x_2 => factor_commute hc S i_1 j)
    (univ.noncommProd (factor P S) ?m.86)
    (mul_noncommProd_erase univ (mem_univ i) (factor P S) ?m.86 fun i_1 x j x_1 x_2 => factor_commute hc S i_1 j)
context:
ι : Type u_1
R : Type u_2
inst✝² : DecidableEq ι
inst✝¹ : Ring R
P : ι → R
inst✝ : Fintype ι
hc : ∀ (i j : ι), Commute (P i) (P j)
hP : ∀ (i : ι), P i * P i = P i
i : ι
S : Finset ι
⊢ R
Main.lean:41:65: error: don't know how to synthesize placeholder for argument `comm`
context:
ι : Type u_1
R : Type u_2
inst✝² : DecidableEq ι
inst✝¹ : Ring R
P : ι → R
inst✝ : Fintype ι
hc : ∀ (i j : ι), Commute (P i) (P j)
hP : ∀ (i : ι), P i * P i = P i
i : ι
S : Finset ι
⊢ (↑univ).Pairwise (Function.onFun Commute (factor P S))
Main.lean:37:78: error: unsolved goals
ι : Type u_1
R : Type u_2
inst✝² : DecidableEq ι
inst✝¹ : Ring R
P : ι → R
inst✝ : Fintype ι
hc : ∀ (i j : ι), Commute (P i) (P j)
hP : ∀ (i : ι), P i * P i = P i
i : ι
S : Finset ι
⊢ P i * configProjector hc S = if i ∈ S then configProjector hc S else 0
```

As a diff, the version that Lean accepts:

```diff
@@ -39,5 +39,7 @@
   have h : configProjector hc S = factor P S i * (univ.erase i).noncommProd (factor P S)
       (fun i _ j _ _ => factor_commute hc S i j) :=
-    (Finset.mul_noncommProd_erase univ (mem_univ i) (factor P S) _ _).symm
+    (Finset.mul_noncommProd_erase univ (mem_univ i) (factor P S)
+      (fun i _ j _ _ => factor_commute hc S i j)
+      (fun i _ j _ _ => factor_commute hc S i j)).symm
   rw [h, ← mul_assoc]
   by_cases hi : i ∈ S
```

What went wrong. A `noncommProd` carries a proof that its factors commute, and `Finset.mul_noncommProd_erase` takes two such proofs, one for the full product and one for the product without `i`. The attempt left both as `_`, which Lean fills only if unification determines them. The second was found, since the statement of `h` writes out the shorter product with its proof. The first was not: the full product appears there only as `configProjector hc S`, and matching the two left the proof undetermined.

The second message reports this missing proof, `comm`. The first is the same gap seen from `Eq.symm`, whose implicit argument `b` is the full product and so contains the unknown proof `?m.86`. The third shows the main goal still open, without `h` in its context, because the proof stopped at the failed `have`; it says nothing against the later steps.

The repair supplies the first proof explicitly from `factor_commute`, which cures all three errors. Writing out the second as well is mere tidying, as Lean had already inferred it.
